# A similarity-transformed Hermitian matrix exp(-T) H exp(T) has only real eigenvalues

The theorem `hbar_eigenvalue_real` says that if a Hamiltonian H is a finite Hermitian complex matrix, then every eigenvalue μ of exp(-T) H exp(T) is real, for any complex matrix T of the same size. The transformed matrix need not be Hermitian itself, so the proof first uses `hbar_isospectral` to get a nonzero vector w with H w = μ w. It then computes w†Hw in two ways, which gives μ w†w = μ* w†w, where w need not be normalised (the expectation value of H would be w†Hw divided by w†w). Since w†w is not zero it can be cancelled, leaving μ = μ*.

As first written in Lean, the proof fails:

```lean
import Mathlib

open Matrix
open scoped ComplexOrder

namespace HbarEigenvalueReal

noncomputable section

/-- The number `μ` is an eigenvalue of `A` if some nonzero vector `v` satisfies `A v = μ v`. -/
def IsEigenvalue {n : Type*} [Fintype n] (A : Matrix n n ℂ) (μ : ℂ) : Prop :=
  ∃ v : n → ℂ, v ≠ 0 ∧ A *ᵥ v = μ • v

/-- The similarity-transformed Hamiltonian `exp(-T) H exp(T)`. -/
def hbar {n : Type*} [Fintype n] [DecidableEq n] (H T : Matrix n n ℂ) : Matrix n n ℂ :=
  NormedSpace.exp (-T) * H * NormedSpace.exp T

/-- The similarity-transformed Hamiltonian has the same eigenvalues as `H`, for any matrices
`H` and `T` of the same finite size. -/
theorem hbar_isospectral {n : Type*} [Fintype n] [DecidableEq n] (H T : Matrix n n ℂ) (μ : ℂ) :
    IsEigenvalue (hbar H T) μ ↔ IsEigenvalue H μ := by
  have h1 : NormedSpace.exp T * NormedSpace.exp (-T) = 1 := by
    rw [← Matrix.exp_add_of_commute T (-T) (Commute.refl T).neg_right, add_neg_cancel,
      NormedSpace.exp_zero]
  have h2 : NormedSpace.exp (-T) * NormedSpace.exp T = 1 := mul_eq_one_comm.mp h1
  constructor
  · -- exp(T) carries eigenvectors of the transformed operator to eigenvectors of H
    rintro ⟨v, hv, h⟩
    refine ⟨NormedSpace.exp T *ᵥ v, fun h0 => hv ?_, ?_⟩
    · calc v = (NormedSpace.exp (-T) * NormedSpace.exp T) *ᵥ v := by rw [h2, one_mulVec]
        _ = 0 := by rw [← mulVec_mulVec, h0, mulVec_zero]
    · calc H *ᵥ (NormedSpace.exp T *ᵥ v) = (NormedSpace.exp T * hbar H T) *ᵥ v := by
            rw [mulVec_mulVec, hbar, ← mul_assoc, ← mul_assoc, h1, one_mul]
        _ = μ • (NormedSpace.exp T *ᵥ v) := by rw [← mulVec_mulVec, h, mulVec_smul]
  · -- exp(-T) carries them back
    rintro ⟨w, hw, h⟩
    refine ⟨NormedSpace.exp (-T) *ᵥ w, fun h0 => hw ?_, ?_⟩
    · calc w = (NormedSpace.exp T * NormedSpace.exp (-T)) *ᵥ w := by rw [h1, one_mulVec]
        _ = 0 := by rw [← mulVec_mulVec, h0, mulVec_zero]
    · calc hbar H T *ᵥ (NormedSpace.exp (-T) *ᵥ w) = (NormedSpace.exp (-T) * H) *ᵥ w := by
            rw [mulVec_mulVec, hbar, mul_assoc, h1, mul_one]
        _ = μ • (NormedSpace.exp (-T) *ᵥ w) := by rw [← mulVec_mulVec, h, mulVec_smul]

/-- If `H` is Hermitian, every eigenvalue of `exp(-T) H exp(T)` is real, for any `T`. -/
theorem hbar_eigenvalue_real {n : Type*} [Fintype n] [DecidableEq n] {H : Matrix n n ℂ}
    (hH : H.IsHermitian) (T : Matrix n n ℂ) {μ : ℂ} (hμ : IsEigenvalue (hbar H T) μ) :
    μ.im = 0 := by
  obtain ⟨w, hw, h⟩ := (hbar_isospectral H T μ).mp hμ
  have e : star w ᵥ* H = star μ • star w := by
    have h' := congrArg star h
    rwa [Matrix.star_mulVec, hH.eq, star_smul] at h'
  -- evaluate the expectation value of H in two ways
  have k : μ * (star w ⬝ᵥ w) = star μ * (star w ⬝ᵥ w) := by
    calc μ * (star w ⬝ᵥ w) = star w ⬝ᵥ (H *ᵥ w) := by rw [h, dotProduct_smul, smul_eq_mul]
      _ = star μ * (star w ⬝ᵥ w) := by
        rw [Matrix.dotProduct_mulVec, e, smul_dotProduct, smul_eq_mul]
  have s : star w ⬝ᵥ w ≠ 0 := fun h0 =>
    hw (dotProduct_star_self_eq_zero.mp (by rwa [dotProduct_comm]))
  exact Complex.conj_eq_iff_im.mp (mul_right_cancel₀ s k).symm

end

end HbarEigenvalueReal
```

Compiling this gives:

```
Main.lean:58:44: error: Tactic `assumption` failed

n : Type u_1
inst✝¹ : Fintype n
inst✝ : DecidableEq n
H : Matrix n n ℂ
hH : H.IsHermitian
T : Matrix n n ℂ
μ : ℂ
hμ : IsEigenvalue (hbar H T) μ
w : n → ℂ
hw : w ≠ 0
h : H *ᵥ w = μ • w
e : star w ᵥ* H = star μ • star w
k : μ * star w ⬝ᵥ w = star μ * star w ⬝ᵥ w
h0 : star w ⬝ᵥ w = 0
⊢ w ⬝ᵥ star w = 0
```

As a diff, the version that Lean accepts:

```diff
@@ -50,5 +50,5 @@
     have h' := congrArg star h
     rwa [Matrix.star_mulVec, hH.eq, star_smul] at h'
-  -- evaluate the expectation value of H in two ways
+  -- evaluate the product of star w with H w in two ways
   have k : μ * (star w ⬝ᵥ w) = star μ * (star w ⬝ᵥ w) := by
     calc μ * (star w ⬝ᵥ w) = star w ⬝ᵥ (H *ᵥ w) := by rw [h, dotProduct_smul, smul_eq_mul]
@@ -56,5 +56,5 @@
         rw [Matrix.dotProduct_mulVec, e, smul_dotProduct, smul_eq_mul]
   have s : star w ⬝ᵥ w ≠ 0 := fun h0 =>
-    hw (dotProduct_star_self_eq_zero.mp (by rwa [dotProduct_comm]))
+    hw (dotProduct_star_self_eq_zero.mp h0)
   exact Complex.conj_eq_iff_im.mp (mul_right_cancel₀ s k).symm
 
```

Cause. The error is in the proof that `star w ⬝ᵥ w` is nonzero. There `h0` assumes that this product is zero, and `dotProduct_star_self_eq_zero` is to conclude that `w` is zero, against `hw`. The lemma asks for the product with the starred vector on the left, `star w ⬝ᵥ w = 0`, which is exactly `h0`. But `rwa [dotProduct_comm]` first rewrites the goal, swapping the factors, and only then looks for a hypothesis that closes it. The goal has by then become `w ⬝ᵥ star w = 0`, as the message shows, while `h0` still has the original order. The two statements are mathematically equivalent, but `assumption` does not apply commutativity to match them, so it fails.

The repair drops the rewrite and passes `h0` to the lemma directly.

The other change only rewords a comment and has no effect on the error. It no longer calls the product of `star w` with `H w` an expectation value, which for an unnormalised `w` it is not in general.
